# For positive gaps and a nonzero coupling, a pair functional with the reference amplitude fixed at one has its minimum below the arrowhead ground-state energy

A reference configuration gains energy by mixing with excited configurations, and a functional that lets every excitation draw on a fully occupied reference can gain too much. To compare the two energies, one must first choose what counts as the exact problem. Here it is a finite real symmetric matrix: the reference has energy zero, excitation $i$ has energy $D_i$ and couples to the reference with strength $k_i$, and the excitations do not couple to each other. Such a matrix, with entries only in the first row, the first column and the diagonal, is called an arrowhead.

The approximate energy is a function of the excited-state occupations $n_i\ge 0$,

$$F(n)=\sum_i\left(D_i n_i-2|k_i|\sqrt{n_i}\right).$$

If all gaps $D_i$ are positive and some $k_i$ is nonzero, the minimum of $F$ is $-\sum_i k_i^2/D_i$, strictly below the lowest eigenvalue $E_0$ of the matrix.

## The Hamiltonian and the functional

```lean
import Mathlib

open Matrix

namespace IndependentPairOverbinding

noncomputable section

variable {ι : Type*} [Fintype ι] [DecidableEq ι]
```

The type `ι` is the set of labels $i$ of the excitations, and it is finite.

```lean
/-- The Hamiltonian of a reference state at energy zero, coupled by `k i` to excited states
at energies `D i` that do not couple to each other. -/
def arrowhead (D k : ι → ℝ) : Matrix (Option ι) (Option ι) ℝ :=
  Matrix.of fun
    | none, none => 0
    | none, some i => k i
    | some i, none => k i
    | some i, some j => if i = j then D i else 0
```

`Option ι` is the set `ι` with one extra element. That element, `none`, labels the reference, and `some i` labels excitation $i$. The four lines list the matrix elements: $H_{00}=0$, $H_{0i}=H_{i0}=k_i$ and $H_{ij}=D_i\delta_{ij}$.

```lean
omit [DecidableEq ι] in
/-- The independent-pair functional of the excited-state occupations `n i ≥ 0`. -/
def pairEnergy (D k n : ι → ℝ) : ℝ :=
  ∑ i, (D i * n i - 2 * |k i| * √(n i))
```

This is $F(n)$. The name needs a caution: the textbook independent-pair approximation solves a separate eigenvalue problem for each electron pair, spanned by the reference and the double excitations of that pair, and so keeps a normalisation within the pair. In `pairEnergy` the reference amplitude is simply set to one. The difference shows already for a single excitation with a positive gap and a nonzero coupling: the textbook approximation is then exact, and the minimum of `pairEnergy` is too low.

It is easy to write $k_i$ where $|k_i|$ belongs. For a negative coupling the term would then be $D_in_i+2|k_i|\sqrt{n_i}$, whose minimum is zero at $n_i=0$, and the contribution $-k_i^2/D_i$ would be lost. In the matrix problem the amplitude chooses its own sign; an occupation has none, so the modulus must supply it.

```lean
omit [DecidableEq ι] in
/-- The second-order energy `-∑ k i ^ 2 / D i`, for nonzero gaps `D i`. -/
def secondOrder (D k : ι → ℝ) : ℝ := -∑ i, k i ^ 2 / D i
```

This is the second-order perturbation energy when the diagonal of the matrix is taken as the unperturbed Hamiltonian, written $E_2=-\sum_i k_i^2/D_i$ below. In electronic structure theory this choice is called Epstein–Nesbet; Møller–Plesset theory takes its gaps from orbital energies instead.

## Eigenvalues and expectation values

```lean
/-- A real number is in the spectrum of a real square matrix exactly when it has an
eigenvector. -/
theorem mem_spectrum_iff (A : Matrix ι ι ℝ) (E : ℝ) :
    E ∈ spectrum ℝ A ↔ ∃ x, x ≠ 0 ∧ A *ᵥ x = E • x := by
  rw [spectrum.mem_iff, Matrix.isUnit_iff_isUnit_det, isUnit_iff_ne_zero, not_not,
    ← Matrix.exists_mulVec_eq_zero_iff]
  refine exists_congr fun x => and_congr_right fun _ => ?_
  rw [Algebra.algebraMap_eq_smul_one, Matrix.sub_mulVec, Matrix.smul_mulVec,
    Matrix.one_mulVec, sub_eq_zero, eq_comm]
```

The energy levels are the elements of `spectrum ℝ A`. Mathlib defines the spectrum by non-invertibility of $E\,\mathbb 1-A$. The lemma turns this into the familiar condition: there is a vector $x\neq0$ with $Ax=Ex$. The symbol `*ᵥ` is matrix times vector, and `•` is multiplication by a scalar. The proof passes through the vanishing determinant.

```lean
/-- Variational principle: the lowest eigenvalue of a real symmetric matrix bounds every
energy expectation value from below. -/
theorem ground_le_expectation {A : Matrix ι ι ℝ} (hA : A.IsHermitian) {E₀ : ℝ}
    (hE : IsLeast (spectrum ℝ A) E₀) (x : ι → ℝ) :
    E₀ * (x ⬝ᵥ x) ≤ x ⬝ᵥ (A *ᵥ x) := by
  have hB : (A - E₀ • (1 : Matrix ι ι ℝ)).IsHermitian := by
    unfold Matrix.IsHermitian
    rw [conjTranspose_sub, hA.eq, conjTranspose_smul, conjTranspose_one, star_trivial]
  -- the shifted matrix has no negative eigenvalue
  have hpos := hB.posSemidef_iff_eigenvalues_nonneg.mpr (fun j => by
    have hj : hB.eigenvalues j ∈ spectrum ℝ (A - E₀ • (1 : Matrix ι ι ℝ)) := by
      rw [hB.spectrum_real_eq_range_eigenvalues]
      exact ⟨j, rfl⟩
    obtain ⟨v, hv, hv'⟩ := (mem_spectrum_iff _ _).1 hj
    rw [Matrix.sub_mulVec, Matrix.smul_mulVec, Matrix.one_mulVec, sub_eq_iff_eq_add,
      ← add_smul] at hv'
    have h := hE.2 ((mem_spectrum_iff _ _).2 ⟨v, hv, hv'⟩)
    change 0 ≤ hB.eigenvalues j
    linarith)
  have h := hpos.dotProduct_mulVec_nonneg x
  rw [star_trivial, Matrix.sub_mulVec, Matrix.smul_mulVec, Matrix.one_mulVec,
    dotProduct_sub, dotProduct_smul, smul_eq_mul] at h
  linarith
```

This is the variational principle, $E_0\langle x,x\rangle\le\langle x,Ax\rangle$, where `⬝ᵥ` is the real scalar product. `IsLeast M a` says that $a$ belongs to the set $M$ and that no element of $M$ is smaller.

To prove it, shift the matrix to $A-E_0$. If $(A-E_0)v=\lambda v$ with $v\ne0$, then $Av=(\lambda+E_0)v$, so $\lambda+E_0\ge E_0$ and $\lambda\ge0$. A symmetric matrix without negative eigenvalues is positive semidefinite, hence $\langle x,(A-E_0)x\rangle\ge0$.

```lean
omit [Fintype ι] in
/-- The arrowhead Hamiltonian is Hermitian. -/
theorem arrowhead_isHermitian (D k : ι → ℝ) : (arrowhead D k).IsHermitian := by
  apply Matrix.IsHermitian.ext
  rintro (_ | i) (_ | j)
  · simp [arrowhead]
  · simp [arrowhead]
  · simp [arrowhead]
  · by_cases h : i = j
    · subst h
      simp [arrowhead]
    · simp [arrowhead, h, Ne.symm h]
```

For a real matrix, Hermitian means symmetric. The proof compares $H_{ab}$ with $H_{ba}$ in the four cases of the definition.

```lean
/-- The energy expectation value consists of the excitation energies and the interference
of each excited amplitude with the reference amplitude. -/
theorem expectation_eq (D k : ι → ℝ) (x : Option ι → ℝ) :
    x ⬝ᵥ (arrowhead D k *ᵥ x) =
      ∑ i, (D i * x (some i) ^ 2 + 2 * x none * (k i * x (some i))) := by
  have h0 : (arrowhead D k *ᵥ x) none = ∑ i, k i * x (some i) := by
    simp [arrowhead, Matrix.mulVec, dotProduct, Fintype.sum_option]
  have h1 : ∀ i, (arrowhead D k *ᵥ x) (some i) = k i * x none + D i * x (some i) := by
    intro i
    simp [arrowhead, Matrix.mulVec, dotProduct, Fintype.sum_option]
  rw [dotProduct, Fintype.sum_option, h0, Finset.mul_sum, ← Finset.sum_add_distrib]
  refine Finset.sum_congr rfl fun i _ => ?_
  rw [h1 i]
  ring
```

Write $x_0$ for the reference amplitude `x none` and $x_i$ for `x (some i)`. Then $(Hx)_0=\sum_i k_ix_i$ and $(Hx)_i=k_ix_0+D_ix_i$, which are `h0` and `h1`. Taking the scalar product with $x$ gives

$$\langle x,Hx\rangle=\sum_i\left(D_ix_i^2+2x_0k_ix_i\right).$$

## Minimising over the occupations

```lean
omit [DecidableEq ι] in
/-- For positive gaps and nonnegative occupations, the pair functional exceeds the
second-order energy by a sum of squares. -/
theorem pairEnergy_sub {D k n : ι → ℝ} (hD : ∀ i, 0 < D i) (hn : ∀ i, 0 ≤ n i) :
    pairEnergy D k n - secondOrder D k = ∑ i, D i * (√(n i) - |k i| / D i) ^ 2 := by
  rw [pairEnergy, secondOrder, sub_neg_eq_add, ← Finset.sum_add_distrib]
  refine Finset.sum_congr rfl fun i _ => ?_
  have hd := (hD i).ne'
  have h1 : |k i| ^ 2 / D i = D i * (|k i| / D i) ^ 2 := by field_simp
  have h2 : |k i| = D i * (|k i| / D i) := by field_simp
  have h3 := Real.sq_sqrt (hn i)
  rw [← sq_abs (k i)]
  linear_combination h1 - 2 * √(n i) * h2 - D i * h3
```

Complete the square in $\sqrt{n_i}$:

$$D_in_i-2|k_i|\sqrt{n_i}+\frac{k_i^2}{D_i}=D_i\left(\sqrt{n_i}-\frac{|k_i|}{D_i}\right)^2.$$

Summing over $i$ gives $F(n)-E_2$ on the left. In Lean, `h3` states $(\sqrt{n_i})^2=n_i$, which uses $n_i\ge0$, and `linear_combination` checks the remaining algebra.

```lean
omit [DecidableEq ι] in
/-- For positive gaps, the only nonnegative occupations at which the pair functional equals
the second-order energy are `n i = (k i / D i) ^ 2`. -/
theorem pairEnergy_eq_iff {D k n : ι → ℝ} (hD : ∀ i, 0 < D i) (hn : ∀ i, 0 ≤ n i) :
    pairEnergy D k n = secondOrder D k ↔ ∀ i, n i = (k i / D i) ^ 2 := by
  rw [← sub_eq_zero, pairEnergy_sub hD hn, Finset.sum_eq_zero_iff_of_nonneg
    (fun i _ => mul_nonneg (hD i).le (sq_nonneg _))]
  constructor
  · intro h i
    have h1 := (mul_eq_zero.1 (h i (Finset.mem_univ i))).resolve_left (hD i).ne'
    have h2 : √(n i) = |k i| / D i := sub_eq_zero.1 (pow_eq_zero_iff two_ne_zero |>.1 h1)
    rw [← Real.sq_sqrt (hn i), h2, div_pow, sq_abs, div_pow]
  · intro h i _
    rw [h i, Real.sqrt_sq_eq_abs, abs_div, abs_of_pos (hD i), sub_self]
    ring
```

A sum of nonnegative terms vanishes only if each term does. Since $D_i>0$, this means $\sqrt{n_i}=|k_i|/D_i$, so $n_i=(k_i/D_i)^2$. These are the only occupations at which $F=E_2$.

## The missing reference amplitude

```lean
/-- For a normalised state, the pair functional at its excited-state populations is at most
its energy expectation value. -/
theorem pairEnergy_le_expectation (D k : ι → ℝ) {x : Option ι → ℝ} (hx : x ⬝ᵥ x = 1) :
    pairEnergy D k (fun i => x (some i) ^ 2) ≤ x ⬝ᵥ (arrowhead D k *ᵥ x) := by
  rw [expectation_eq, pairEnergy]
  -- the reference amplitude is at most one in magnitude
  have h0 : |x none| ≤ 1 := by
    rw [dotProduct, Fintype.sum_option] at hx
    have hs : 0 ≤ ∑ i, x (some i) * x (some i) :=
      Finset.sum_nonneg fun i _ => mul_self_nonneg _
    exact abs_le.2 ⟨by nlinarith, by nlinarith⟩
  refine Finset.sum_le_sum fun i _ => ?_
  rw [Real.sqrt_sq_eq_abs]
  have h1 := neg_abs_le (x none * (k i * x (some i)))
  rw [abs_mul, abs_mul] at h1
  have h2 := mul_le_of_le_one_left (mul_nonneg (abs_nonneg (k i)) (abs_nonneg (x (some i)))) h0
  linarith
```

Take a normalised state, $x_0^2+\sum_ix_i^2=1$, and insert its populations $n_i=x_i^2$ into the functional. Since $|x_0|\le1$,

$$2x_0k_ix_i\ge-2|x_0||k_i||x_i|\ge-2|k_i||x_i|=-2|k_i|\sqrt{x_i^2}.$$

Adding $D_ix_i^2$ and summing gives $F(n)\le\langle x,Hx\rangle$. The functional credits each excitation with the interference energy of a full reference, although part of the norm may have left it. In the code, `h0` is the bound on $|x_0|$, and `h1` and `h2` are the two inequalities of the chain.

```lean
/-- For positive gaps and at least one nonzero coupling, every nonzero state has an energy
per norm strictly above the second-order energy. -/
theorem secondOrder_lt_expectation {D k : ι → ℝ} (hD : ∀ i, 0 < D i)
    (hk : ∃ i, k i ≠ 0) {x : Option ι → ℝ} (hx : x ≠ 0) :
    secondOrder D k * (x ⬝ᵥ x) < x ⬝ᵥ (arrowhead D k *ᵥ x) := by
  have hS : 0 < ∑ i, k i ^ 2 / D i := by
    obtain ⟨i, hi⟩ := hk
    exact Finset.sum_pos' (fun j _ => div_nonneg (sq_nonneg _) (hD j).le)
      ⟨i, Finset.mem_univ i, div_pos (pow_pos (abs_pos.2 hi) 2 |>.trans_eq (sq_abs _)) (hD i)⟩
  have hxx : x ⬝ᵥ x = x none ^ 2 + ∑ i, x (some i) ^ 2 := by
    simp only [dotProduct, Fintype.sum_option, sq]
  rw [expectation_eq, hxx, secondOrder]
  by_cases hT : ∀ i, x (some i) = 0
  · -- the pure reference state has energy zero
    have h0 : x none ≠ 0 := by
      intro h0
      apply hx
      funext j
      cases j with
      | none => exact h0
      | some i => exact hT i
    have h2 : 0 < x none ^ 2 := by positivity
    simp only [hT]
    simp only [ne_eq, OfNat.ofNat_ne_zero, not_false_eq_true, zero_pow, mul_zero, add_zero,
      Finset.sum_const_zero]
    nlinarith [mul_pos hS h2]
  · -- otherwise complete the square in each excited amplitude
    obtain ⟨i, hi⟩ := not_forall.1 hT
    have hpos : 0 < ∑ i, x (some i) ^ 2 :=
      Finset.sum_pos' (fun j _ => sq_nonneg _) ⟨i, Finset.mem_univ i, by positivity⟩
    have hsq : 0 ≤ ∑ i, (D i * x (some i) ^ 2 + 2 * x none * (k i * x (some i)))
        + (∑ i, k i ^ 2 / D i) * x none ^ 2 := by
      rw [Finset.sum_mul, ← Finset.sum_add_distrib]
      refine Finset.sum_nonneg fun j _ => ?_
      have hd := (hD j).ne'
      have h1 : k j ^ 2 / D j = D j * (k j / D j) ^ 2 := by field_simp
      have h2 : k j = D j * (k j / D j) := by field_simp
      have h3 := mul_nonneg (hD j).le (sq_nonneg (x (some j) + x none * (k j / D j)))
      refine h3.trans_eq ?_
      linear_combination -x none ^ 2 * h1 - 2 * x none * x (some j) * h2
    nlinarith [mul_pos hS hpos]
```

The previous inequality is not strict, so the strict comparison is made directly with $E_2$. Let $S=\sum_ik_i^2/D_i$, which is positive because some coupling is nonzero. Completing the square in the amplitudes gives

$$\langle x,Hx\rangle+S\langle x,x\rangle=\sum_iD_i\left(x_i+x_0\frac{k_i}{D_i}\right)^2+S\sum_ix_i^2.$$

If some $x_i\ne0$, the last term is positive. If all $x_i$ vanish, then $x_0\neq0$, and the state has energy zero while $-Sx_0^2<0$. The split `by_cases hT` separates these two cases, and `hsq` holds the completed square. Divided by the squared norm, the result says that the energy of every normalised state exceeds $E_2=-S$.

## The two energies compared

```lean
/-- Independent-pair overbinding: for positive gaps and couplings that are not all zero, the
minimum of the pair functional over nonnegative occupations is `-∑ k i ^ 2 / D i`, strictly
below the lowest eigenvalue of the arrowhead Hamiltonian. -/
theorem independent_pair_overbinding {D k : ι → ℝ} (hD : ∀ i, 0 < D i)
    (hk : ∃ i, k i ≠ 0) :
    IsLeast (pairEnergy D k '' {n | ∀ i, 0 ≤ n i}) (-∑ i, k i ^ 2 / D i) ∧
      ∃ E₀, IsLeast (spectrum ℝ (arrowhead D k)) E₀ ∧ -∑ i, k i ^ 2 / D i < E₀ := by
  refine ⟨⟨⟨fun i => (k i / D i) ^ 2, fun i => sq_nonneg _,
    (pairEnergy_eq_iff hD fun i => sq_nonneg _).2 fun _ => rfl⟩, ?_⟩, ?_⟩
  · rintro _ ⟨n, hn, rfl⟩
    have h := pairEnergy_sub (k := k) hD hn
    have h' : 0 ≤ ∑ i, D i * (√(n i) - |k i| / D i) ^ 2 :=
      Finset.sum_nonneg fun i _ => mul_nonneg (hD i).le (sq_nonneg _)
    rw [secondOrder] at h
    linarith
  · have hH := arrowhead_isHermitian D k
    obtain ⟨j, hj⟩ := Finite.exists_min hH.eigenvalues
    have hmem : hH.eigenvalues j ∈ spectrum ℝ (arrowhead D k) := by
      rw [hH.spectrum_real_eq_range_eigenvalues]
      exact ⟨j, rfl⟩
    refine ⟨hH.eigenvalues j, ⟨hmem, ?_⟩, ?_⟩
    · intro E hE
      rw [hH.spectrum_real_eq_range_eigenvalues] at hE
      obtain ⟨l, rfl⟩ := hE
      exact hj l
    · -- test the strict bound on a ground eigenvector
      obtain ⟨v, hv, hv'⟩ := (mem_spectrum_iff _ _).1 hmem
      have h := secondOrder_lt_expectation hD hk hv
      rw [hv', dotProduct_smul, smul_eq_mul] at h
      exact lt_of_mul_lt_mul_right h (Finset.sum_nonneg fun i _ => mul_self_nonneg _)
```

The hypothesis `hD` places every excited state above the reference, and `hk` says that at least one of them mixes with it. If all couplings vanish, both energies are zero and the strict inequality fails.

The conclusion has two parts, joined by `∧`. In the first, `''` forms the set of values that the functional takes on the nonnegative occupations, and $-\sum_ik_i^2/D_i$ is its least element, so the minimum is attained. In the second, a lowest eigenvalue $E_0$ exists and lies strictly above that number.

For the first part, the proof inserts $n_i=(k_i/D_i)^2$ and then uses the sum of squares as a lower bound. For the second, it picks the smallest of the finitely many eigenvalues and takes an eigenvector $v$. The strict bound becomes $E_2\langle v,v\rangle<E_0\langle v,v\rangle$, and the positive factor $\langle v,v\rangle$ is removed.

The occupations are restricted only by $n_i\ge0$. No upper limit or sum rule is imposed, and the minimiser has $n_i>1$ whenever $|k_i|>D_i$. The model neglects couplings among the excited configurations, which a molecular Hamiltonian generally contains and which can change the sign of the error. Within that restriction to finitely many mutually uncoupled excitations, the result shows overbinding that comes from leaving out the loss of reference weight.

## An upper bound from the first-order state

```lean
/-- For positive gaps, the lowest eigenvalue is at most the second-order energy divided by
`1 + ∑ (k i / D i) ^ 2`, the squared norm of the first-order state. -/
theorem ground_le_renormalised {D k : ι → ℝ} (hD : ∀ i, 0 < D i) {E₀ : ℝ}
    (hE : IsLeast (spectrum ℝ (arrowhead D k)) E₀) :
    E₀ ≤ (-∑ i, k i ^ 2 / D i) / (1 + ∑ i, (k i / D i) ^ 2) := by
  have hN : 0 ≤ ∑ i, (k i / D i) ^ 2 := Finset.sum_nonneg fun i _ => sq_nonneg _
  -- trial state: reference plus first-order amplitudes
  let x : Option ι → ℝ := fun o => o.elim 1 fun i => -(k i / D i)
  have hxx : x ⬝ᵥ x = 1 + ∑ i, (k i / D i) ^ 2 := by
    simp only [x, dotProduct, Fintype.sum_option, Option.elim, mul_one, neg_mul_neg, sq]
  have hxH : x ⬝ᵥ (arrowhead D k *ᵥ x) = -∑ i, k i ^ 2 / D i := by
    rw [expectation_eq, ← Finset.sum_neg_distrib]
    refine Finset.sum_congr rfl fun i _ => ?_
    have hd := (hD i).ne'
    have h1 : k i ^ 2 / D i = D i * (k i / D i) ^ 2 := by field_simp
    change D i * (-(k i / D i)) ^ 2 + 2 * 1 * (k i * -(k i / D i)) = -(k i ^ 2 / D i)
    linear_combination -h1
  have h := ground_le_expectation (arrowhead_isHermitian D k) hE x
  rw [hxx, hxH] at h
  exact (le_div_iff₀ (by linarith)).2 h

end

end IndependentPairOverbinding
```

The trial state has amplitudes $x_0=1$ and $x_i=-k_i/D_i$, as in first-order perturbation theory. Its squared norm is $N=1+\sum_i(k_i/D_i)^2$, and

$$\langle x,Hx\rangle=\sum_i\left(\frac{k_i^2}{D_i}-\frac{2k_i^2}{D_i}\right)=E_2.$$

After normalisation, its energy is therefore $E_2/N$, and the variational principle gives $E_0\le E_2/N$. The code computes the norm in `hxx` and the energy in `hxH`, then divides by $N>0$. This theorem needs no nonzero coupling.

Together with the strict bound, for couplings that are not all zero,

$$E_2<E_0\le\frac{E_2}{N},\qquad 0<E_0-E_2\le|E_2|\left(1-\frac1N\right).$$

The overbinding is thus a small fraction of $|E_2|$ when the first-order amplitudes $k_i/D_i$ have a small sum of squares.

```lean
#print axioms IndependentPairOverbinding.pairEnergy_le_expectation
-- 'IndependentPairOverbinding.pairEnergy_le_expectation' depends on axioms: [propext, Classical.choice, Quot.sound]
#print axioms IndependentPairOverbinding.independent_pair_overbinding
-- 'IndependentPairOverbinding.independent_pair_overbinding' depends on axioms: [propext, Classical.choice, Quot.sound]
#print axioms IndependentPairOverbinding.ground_le_renormalised
-- 'IndependentPairOverbinding.ground_le_renormalised' depends on axioms: [propext, Classical.choice, Quot.sound]
```
